# Bounds on the Pipek-Mezey functional for normalised orbitals and nonnegative atomic populations

## One orbital shared by two atoms

Let a normalised orbital have population p on one atom and 1 − p on the other, with 0 ≤ p ≤ 1. The sum of its squared populations is

p² + (1 − p)² = 1 − 2p(1 − p).

This is 1 when the orbital sits on a single atom and falls to 1/2 when it is shared equally. Pipek-Mezey localisation seeks orbitals that make the total of such sums large.

## Populations from atomic matrices

Take M atoms and n orbitals c_i, given as coefficient vectors in a finite orthonormal basis. Each atom A has a positive semidefinite matrix Q^A, and Σ_A Q^A = 1. Physically, no atom receives a negative share of an orbital, and the shares account for all of it. Löwdin populations fit this description; Mulliken populations, which can be negative, in general do not. Define

p_iA = ⟨c_i, Q^A c_i⟩,  P = Σ_i Σ_A p_iA².

## The bounds and their equality cases

For normalised orbitals, `pipekMezey_bounds` states that

n ≤ M·P and P ≤ n,

with P = n exactly when every orbital has population one on some atom and zero on all others. Different orbitals may sit on different atoms. `pipekMezey_eq_lower_iff` adds that n = M·P exactly when every orbital has population 1/M on every atom.

In Lean, `α` labels atoms, `ι` orbitals and `m` basis functions. `IsAtomicPartition Q` holds the two conditions on the matrices, and `population` is the real part of the expectation value; the `P` in its definition is an atomic matrix, not the functional. The hypothesis `hQ`, that `Q` is an atomic partition, is assumed even where a docstring leaves it out. In `pipekMezey_bounds`, `hc` is normalisation only; these bounds do not need orthogonality.

For a finite-basis calculation with such a partition, P/n therefore measures localisation on a scale that ends at 1. The theorem evaluates given orbitals; it does not say that a rotation of the occupied orbitals can reach P = n.

## Derivation

Fix one orbital c and write p_A for its populations. Positivity gives p_A ≥ 0, and

Σ_A p_A = ⟨c, (Σ_A Q^A) c⟩ = ⟨c, c⟩ = 1.

Hence p_A ≤ 1, so p_A² ≤ p_A and Σ_A p_A² ≤ 1. Equality forces p_A² = p_A for every A. Each population is then 0 or 1, and since they sum to one, exactly one of them is 1. The converse is immediate.

Cauchy-Schwarz gives the lower bound:

1 = (Σ_A 1·p_A)² ≤ M Σ_A p_A².

Its equality case follows from

Σ_A (M p_A − 1)² = M (M Σ_A p_A² − 1).

If the right side vanishes, every M p_A = 1. Conversely, M p_A = 1 for all A gives M Σ_A p_A² = Σ_A p_A = 1.

Summing over orbitals gives the bounds on P. Equality in the sum requires equality for each orbital.

## What perfect localisation implies for the matrices

Suppose p_A = 1. For B ≠ A, p_B = 0, so the square root of Q^B sends c to a vector of norm zero, and Q^B c = 0. Therefore

Q^A c = Σ_B Q^B c = c.

Now let a complete orthonormal set reach P = n. Each c_i has an atom D whose matrix fixes it, while the others annihilate it. Thus Q^A Q^A c_i = Q^A c_i, and Q^A Q^B c_i = 0 for A ≠ B. Since the c_i span the space, the atomic matrices are mutually orthogonal projectors.

An example with three basis functions has the matrices diag(1, s, 0) and diag(0, t, 1), where s, t ≥ 0 and s + t = 1. The basis orbitals give P = 2 + s² + t², which is 5/2 for equal sharing and 3 when s or t is 1.

## The Lean file and its proof

```lean
import Mathlib

open Matrix
open scoped ComplexOrder

namespace PipekMezeyLocalisation

noncomputable section

variable {α ι m : Type*} [Fintype α] [Fintype ι] [Fintype m] [DecidableEq m]

/-- An atomic partition: one positive semidefinite matrix per atom, with the identity as their sum.
-/
structure IsAtomicPartition (Q : α → Matrix m m ℂ) : Prop where
  posSemidef : ∀ A, (Q A).PosSemidef
  sum_eq_one : ∑ A, Q A = 1

omit [DecidableEq m] in
/-- The population of an orbital `c` on the atom with matrix `P`: the real part of `⟨c, P c⟩`. -/
def population (P : Matrix m m ℂ) (c : m → ℂ) : ℝ := (star c ⬝ᵥ P *ᵥ c).re

/-- The Pipek-Mezey functional: the sum of squared atomic populations over all orbitals. -/
def pipekMezey (Q : α → Matrix m m ℂ) (c : ι → m → ℂ) : ℝ :=
  ∑ i, ∑ A, population (Q A) (c i) ^ 2

omit [DecidableEq m] in
/-- The atomic matrices acting on an orbital add up to the action of their sum. -/
theorem sum_mulVec_orbital (Q : α → Matrix m m ℂ) (c : m → ℂ) :
    (∑ A, Q A) *ᵥ c = ∑ A, Q A *ᵥ c := by
  ext k
  simp only [Matrix.mulVec, dotProduct, Matrix.sum_apply, Finset.sum_apply, Finset.sum_mul]
  exact Finset.sum_comm

/-- For an atomic partition, the population of any orbital on any atom is nonnegative. -/
theorem population_nonneg {Q : α → Matrix m m ℂ} (hQ : IsAtomicPartition Q) (A : α)
    (c : m → ℂ) : 0 ≤ population (Q A) c :=
  (Complex.le_def.1 ((hQ.posSemidef A).dotProduct_mulVec_nonneg c)).1

/-- The atomic populations of a normalised orbital add up to one. -/
theorem sum_population {Q : α → Matrix m m ℂ} (hQ : IsAtomicPartition Q) {c : m → ℂ}
    (hc : star c ⬝ᵥ c = 1) : ∑ A, population (Q A) c = 1 := by
  have e : star c ⬝ᵥ (∑ A, Q A *ᵥ c) = ∑ A, star c ⬝ᵥ Q A *ᵥ c := by
    simp only [dotProduct, Finset.sum_apply, Finset.mul_sum]
    exact Finset.sum_comm
  have h : ∑ A, star c ⬝ᵥ Q A *ᵥ c = 1 := by
    rw [← e, ← sum_mulVec_orbital, hQ.sum_eq_one, Matrix.one_mulVec, hc]
  simp only [population]
  rw [← Complex.re_sum, h, Complex.one_re]

/-- If a normalised orbital has population one on an atom, its population on every other
atom is zero. -/
theorem population_eq_zero_of_one {Q : α → Matrix m m ℂ} (hQ : IsAtomicPartition Q)
    {c : m → ℂ} (hc : star c ⬝ᵥ c = 1) {A B : α} (hA : population (Q A) c = 1)
    (hBA : B ≠ A) : population (Q B) c = 0 := by
  classical
  have h1 := Finset.add_sum_erase Finset.univ (fun D => population (Q D) c) (Finset.mem_univ A)
  have h2 := Finset.single_le_sum (f := fun D => population (Q D) c)
    (s := Finset.univ.erase A) (fun D _ => population_nonneg hQ D c)
    (Finset.mem_erase.2 ⟨hBA, Finset.mem_univ B⟩)
  have h3 := sum_population hQ hc
  have h4 := population_nonneg hQ B c
  linarith

/-- For one normalised orbital and `M` atoms, the sum of squared populations is at most one,
`M` times it is at least one, and it equals one exactly when the orbital sits on one atom. -/
theorem orbital_bounds {Q : α → Matrix m m ℂ} (hQ : IsAtomicPartition Q) {c : m → ℂ}
    (hc : star c ⬝ᵥ c = 1) :
    1 ≤ (Fintype.card α : ℝ) * ∑ A, population (Q A) c ^ 2 ∧
    ∑ A, population (Q A) c ^ 2 ≤ 1 ∧
    (∑ A, population (Q A) c ^ 2 = 1 ↔
      ∃ A, population (Q A) c = 1 ∧ ∀ B, B ≠ A → population (Q B) c = 0) := by
  have hs := sum_population hQ hc
  -- each population is at most one, so squaring cannot increase it
  have hle : ∀ A ∈ Finset.univ, population (Q A) c ^ 2 ≤ population (Q A) c := by
    intro A hA
    have h0 := population_nonneg hQ A c
    have h1 := Finset.single_le_sum (f := fun D => population (Q D) c)
      (fun D _ => population_nonneg hQ D c) hA
    rw [hs] at h1
    nlinarith
  refine ⟨?_, (Finset.sum_le_sum hle).trans_eq hs, ?_, ?_⟩
  · have h := sq_sum_le_card_mul_sum_sq (s := (Finset.univ : Finset α))
      (f := fun A => population (Q A) c)
    rw [hs, Finset.card_univ] at h
    linarith
  · intro h
    have heq := (Finset.sum_eq_sum_iff_of_le hle).1 (h.trans hs.symm)
    -- some population is nonzero, and a nonzero fixed point of squaring is one
    have hne : ∃ A, population (Q A) c ≠ 0 := by
      by_contra hcon
      push Not at hcon
      simp [hcon] at hs
    obtain ⟨A, hA⟩ := hne
    have h1 : population (Q A) c = 1 := by
      apply mul_left_cancel₀ hA
      linear_combination heq A (Finset.mem_univ A)
    exact ⟨A, h1, fun B hB => population_eq_zero_of_one hQ hc h1 hB⟩
  · rintro ⟨A, hA, hB⟩
    have h := Finset.sum_eq_single (s := Finset.univ)
      (f := fun D => population (Q D) c ^ 2) A
      (fun B _ hBA => by simp [hB B hBA]) (fun h => absurd (Finset.mem_univ A) h)
    rw [h, hA, one_pow]

/-- For `n` normalised orbitals and `M` atoms, the Pipek-Mezey functional is at most `n`,
`M` times it is at least `n`, and it equals `n` exactly when every orbital has population
one on a single atom and zero on the others. -/
theorem pipekMezey_bounds {Q : α → Matrix m m ℂ} (hQ : IsAtomicPartition Q)
    {c : ι → m → ℂ} (hc : ∀ i, star (c i) ⬝ᵥ c i = 1) :
    (Fintype.card ι : ℝ) ≤ Fintype.card α * pipekMezey Q c ∧
    pipekMezey Q c ≤ Fintype.card ι ∧
    (pipekMezey Q c = Fintype.card ι ↔
      ∀ i, ∃ A, population (Q A) (c i) = 1 ∧
        ∀ B, B ≠ A → population (Q B) (c i) = 0) := by
  have hcard : (Fintype.card ι : ℝ) = ∑ _i : ι, (1 : ℝ) := by simp
  unfold pipekMezey
  rw [hcard]
  refine ⟨?_, Finset.sum_le_sum fun i _ => (orbital_bounds hQ (hc i)).2.1, ?_⟩
  · rw [Finset.mul_sum]
    exact Finset.sum_le_sum fun i _ => (orbital_bounds hQ (hc i)).1
  · rw [Finset.sum_eq_sum_iff_of_le fun i _ => (orbital_bounds hQ (hc i)).2.1]
    exact ⟨fun h i => (orbital_bounds hQ (hc i)).2.2.1 (h i (Finset.mem_univ i)),
      fun h i _ => (orbital_bounds hQ (hc i)).2.2.2 (h i)⟩

/-- The lower bound is attained exactly when every orbital is spread evenly over all `M`
atoms, `M` times each population being one. -/
theorem pipekMezey_eq_lower_iff {Q : α → Matrix m m ℂ} (hQ : IsAtomicPartition Q)
    {c : ι → m → ℂ} (hc : ∀ i, star (c i) ⬝ᵥ c i = 1) :
    (Fintype.card ι : ℝ) = Fintype.card α * pipekMezey Q c ↔
      ∀ i A, (Fintype.card α : ℝ) * population (Q A) (c i) = 1 := by
  have hcard : (Fintype.card ι : ℝ) = ∑ _i : ι, (1 : ℝ) := by simp
  unfold pipekMezey
  rw [hcard, Finset.mul_sum,
    Finset.sum_eq_sum_iff_of_le fun i _ => (orbital_bounds hQ (hc i)).1]
  constructor
  · intro h i A
    have hi := h i (Finset.mem_univ i)
    -- the squared deviations from the even distribution add up to zero
    have hz : ∑ B, ((Fintype.card α : ℝ) * population (Q B) (c i) - 1) ^ 2 = 0 := by
      have hx : ∀ B, ((Fintype.card α : ℝ) * population (Q B) (c i) - 1) ^ 2 =
          (Fintype.card α : ℝ) ^ 2 * population (Q B) (c i) ^ 2
            - 2 * (Fintype.card α : ℝ) * population (Q B) (c i) + 1 := fun B => by ring
      simp only [hx, Finset.sum_add_distrib, Finset.sum_sub_distrib, ← Finset.mul_sum,
        sum_population hQ (hc i), Finset.sum_const, Finset.card_univ, nsmul_eq_mul]
      linear_combination (-(Fintype.card α : ℝ)) * hi
    have hA := (Finset.sum_eq_zero_iff_of_nonneg fun B _ => sq_nonneg _).1 hz A
      (Finset.mem_univ A)
    linarith [pow_eq_zero_iff (two_ne_zero) |>.1 hA]
  · intro h i _
    calc (1 : ℝ) = ∑ A, population (Q A) (c i) := (sum_population hQ (hc i)).symm
      _ = ∑ A, (Fintype.card α : ℝ) * population (Q A) (c i) ^ 2 :=
        Finset.sum_congr rfl fun A _ => by
          linear_combination (-(population (Q A) (c i))) * h i A
      _ = _ := by rw [Finset.mul_sum]

/-- A normalised orbital has population one on an atom exactly when that atom's matrix
leaves it unchanged and the matrices of all other atoms annihilate it. -/
theorem population_eq_one_iff {Q : α → Matrix m m ℂ} (hQ : IsAtomicPartition Q)
    {c : m → ℂ} (hc : star c ⬝ᵥ c = 1) (A : α) :
    population (Q A) c = 1 ↔ Q A *ᵥ c = c ∧ ∀ B, B ≠ A → Q B *ᵥ c = 0 := by
  constructor
  · intro hA
    -- a positive semidefinite matrix with zero expectation annihilates the vector
    have hz : ∀ B, B ≠ A → Q B *ᵥ c = 0 := by
      intro B hB
      have him := (Complex.le_def.1 ((hQ.posSemidef B).dotProduct_mulVec_nonneg c)).2
      exact ((hQ.posSemidef B).dotProduct_mulVec_zero_iff c).1
        (Complex.ext (population_eq_zero_of_one hQ hc hA hB) him.symm)
    refine ⟨?_, hz⟩
    have h := Finset.sum_eq_single (s := Finset.univ) (f := fun B => Q B *ᵥ c) A
      (fun B _ hB => hz B hB) (fun h => absurd (Finset.mem_univ A) h)
    calc Q A *ᵥ c = ∑ B, Q B *ᵥ c := h.symm
      _ = (∑ B, Q B) *ᵥ c := (sum_mulVec_orbital Q c).symm
      _ = c := by rw [hQ.sum_eq_one, Matrix.one_mulVec]
  · rintro ⟨h, _⟩
    rw [population, h, hc, Complex.one_re]

/-- If a complete orthonormal set of orbitals brings the functional to its upper bound, the
atomic matrices are mutually orthogonal projectors. -/
theorem projectors_of_complete_localisation {Q : α → Matrix m m ℂ}
    (hQ : IsAtomicPartition Q) {c : m → m → ℂ}
    (hc : ∀ i j, star (c i) ⬝ᵥ c j = if i = j then 1 else 0)
    (hmax : pipekMezey Q c = Fintype.card m) :
    (∀ A, Q A * Q A = Q A) ∧ ∀ A B, A ≠ B → Q A * Q B = 0 := by
  have hn : ∀ i, star (c i) ⬝ᵥ c i = 1 := fun i => by simp [hc]
  -- matrices that agree on a complete orthonormal set are equal
  have key : ∀ X Y : Matrix m m ℂ, (∀ i, X *ᵥ c i = Y *ᵥ c i) → X = Y := by
    intro X Y h
    let C : Matrix m m ℂ := Matrix.of fun k i => c i k
    have hC : Cᴴ * C = 1 := by
      ext i j
      simpa [C, Matrix.mul_apply, dotProduct, Matrix.one_apply] using hc i j
    have hC' : C * Cᴴ = 1 := mul_eq_one_comm.1 hC
    have e : X * C = Y * C := by
      ext k i
      exact congrFun (h i) k
    calc X = X * C * Cᴴ := by rw [mul_assoc, hC', mul_one]
      _ = Y * C * Cᴴ := by rw [e]
      _ = Y := by rw [mul_assoc, hC', mul_one]
  have hloc : ∀ i, ∃ D, Q D *ᵥ c i = c i ∧ ∀ B, B ≠ D → Q B *ᵥ c i = 0 := by
    intro i
    obtain ⟨D, hD, _⟩ := (pipekMezey_bounds hQ hn).2.2.1 hmax i
    exact ⟨D, (population_eq_one_iff hQ (hn i) D).1 hD⟩
  constructor
  · intro A
    refine key _ _ fun i => ?_
    obtain ⟨D, hD, hB⟩ := hloc i
    rw [← Matrix.mulVec_mulVec]
    by_cases hA : A = D
    · rw [hA, hD, hD]
    · rw [hB A hA, Matrix.mulVec_zero]
  · intro A B hAB
    refine key _ _ fun i => ?_
    obtain ⟨D, hD, hz⟩ := hloc i
    rw [← Matrix.mulVec_mulVec, Matrix.zero_mulVec]
    by_cases hB : B = D
    · rw [hB, hD, hz A (hB ▸ hAB)]
    · rw [hz B hB, Matrix.mulVec_zero]

/-- Two atoms and three basis functions; the middle function is shared with weights `s`
and `t`. -/
def sharedAtoms (s t : ℝ) : Fin 2 → Matrix (Fin 3) (Fin 3) ℂ :=
  ![Matrix.diagonal ![1, (s : ℂ), 0], Matrix.diagonal ![0, (t : ℂ), 1]]

/-- The orbitals that coincide with the three basis functions. -/
def basisOrbital (i : Fin 3) : Fin 3 → ℂ := fun k => if k = i then 1 else 0

/-- For nonnegative weights with sum one the shared atoms form an atomic partition, the basis
orbitals are orthonormal, and the functional equals `2 + s² + t²`. -/
theorem sharedAtoms_witness {s t : ℝ} (hs : 0 ≤ s) (ht : 0 ≤ t) (hst : s + t = 1) :
    IsAtomicPartition (sharedAtoms s t) ∧
    (∀ i j, star (basisOrbital i) ⬝ᵥ basisOrbital j = if i = j then 1 else 0) ∧
    pipekMezey (sharedAtoms s t) basisOrbital = 2 + s ^ 2 + t ^ 2 := by
  have hst' : (s : ℂ) + t = 1 := by exact_mod_cast hst
  refine ⟨⟨?_, ?_⟩, ?_, ?_⟩
  · intro A
    fin_cases A
    · change (Matrix.diagonal ![1, (s : ℂ), 0]).PosSemidef
      rw [Matrix.posSemidef_diagonal_iff]
      intro i
      fin_cases i <;> simp [hs]
    · change (Matrix.diagonal ![0, (t : ℂ), 1]).PosSemidef
      rw [Matrix.posSemidef_diagonal_iff]
      intro i
      fin_cases i <;> simp [ht]
  · rw [Fin.sum_univ_two]
    ext i j
    fin_cases i <;> fin_cases j <;> simp [sharedAtoms, hst']
  · intro i j
    fin_cases i <;> fin_cases j <;> simp [basisOrbital, dotProduct]
  · simp [pipekMezey, population, sharedAtoms, basisOrbital, dotProduct, Matrix.mulVec,
      Fin.sum_univ_three, Fin.sum_univ_two]
    ring

end

end PipekMezeyLocalisation
```

```lean
#print axioms PipekMezeyLocalisation.pipekMezey_bounds
#print axioms PipekMezeyLocalisation.pipekMezey_eq_lower_iff
#print axioms PipekMezeyLocalisation.projectors_of_complete_localisation
```

```
'PipekMezeyLocalisation.pipekMezey_bounds' depends on axioms: [propext, Classical.choice, Quot.sound]
'PipekMezeyLocalisation.pipekMezey_eq_lower_iff' depends on axioms: [propext, Classical.choice, Quot.sound]
'PipekMezeyLocalisation.projectors_of_complete_localisation' depends on axioms: [propext, Classical.choice, Quot.sound]
```

`population_nonneg` and `sum_population` supply the two facts about populations. In `orbital_bounds`, `hle` is p_A² ≤ p_A, and `sq_sum_le_card_mul_sum_sq` is the Cauchy-Schwarz step. For equality, the proof picks a nonzero population, cancels it from p_A² = p_A to get 1, and uses `population_eq_zero_of_one` for the other atoms.

`pipekMezey_bounds` sums these results; `Finset.sum_eq_sum_iff_of_le` turns equality of sums into equality for each orbital. In `pipekMezey_eq_lower_iff`, `hz` is the vanishing sum of squared deviations.

`population_eq_one_iff` takes the step from zero expectation to annihilation from `dotProduct_mulVec_zero_iff`. In `projectors_of_complete_localisation`, `key` places the orbitals in the columns of a square matrix C: orthonormality gives CᴴC = 1, hence CCᴴ = 1, so matrices that agree on all orbitals are equal. `sharedAtoms_witness` checks the example entry by entry.
